# Three states span the flip-even states of four spins 1/2 with M = 0

The theorem `even_iff` concerns four spins 1/2, whose state is given by a complex amplitude for each of the 16 up-down configurations; it need not be normalised and may be zero. It says that the z component of the total spin gives zero on a state, and flipping all four spins leaves the state unchanged, exactly when the state is a linear combination of `aabb + bbaa`, `abab + baba` and `abba + baab`, with a for up and b for down. From left to right, the proof takes three amplitudes of the state as coefficients and checks every configuration: the amplitude is a chosen one, equals one by the flip, or vanishes because the numbers of up and down spins differ. The converse is checked configuration by configuration.

The failing Lean file:

```lean
import Mathlib

noncomputable section

namespace EvenIff

variable {N : ℕ}

/-- A state of `N` spins 1/2: an amplitude for each configuration (`true` is up, `false` is down). -/
abbrev State (N : ℕ) := (Fin N → Bool) → ℂ

/-- The eigenvalue of the Pauli matrix `σ_z`: `1` for up and `-1` for down. -/
def sgn : Bool → ℂ
  | true => 1
  | false => -1

/-- The configuration with all spins reversed. -/
def opposite (s : Fin N → Bool) : Fin N → Bool := fun i => !s i

/-- The global flip `F`, which applies `σ_x` to every spin. -/
def spinFlip (ψ : State N) : State N := fun s => ψ (opposite s)

/-- The z component of the total spin, in units of ħ. -/
def spinZ (ψ : State N) : State N := fun s => ∑ i, (1 / 2 * sgn (s i)) * ψ s

/-- The four-spin state `x (aabb + bbaa) + y (abab + baba) + z (abba + baab)`,
with a for up and b for down. -/
def evenState (x y z : ℂ) : State 4 := fun s =>
  match s 0, s 1, s 2, s 3 with
  | true, true, false, false => x
  | false, false, true, true => x
  | true, false, true, false => y
  | false, true, false, true => y
  | true, false, false, true => z
  | false, true, true, false => z
  | _, _, _, _ => 0

/-- A state with `M = 0` has no amplitude on a configuration with unequal numbers of up and
down spins. -/
theorem amplitude_eq_zero {ψ : State N} (h : spinZ ψ = 0) (s : Fin N → Bool)
    (k : ∑ i, sgn (s i) ≠ 0) : ψ s = 0 := by
  have e := congrFun h s
  simp only [spinZ, Pi.zero_apply] at e
  rw [← Finset.sum_mul, ← Finset.mul_sum] at e
  exact (mul_eq_zero.mp e).resolve_left (mul_ne_zero (by norm_num) k)

/-- Two four-spin states are equal if their amplitudes agree on all configurations `abcd`. -/
theorem ext_four {φ χ : State 4}
    (h : ∀ a b c d : Bool, φ ![a, b, c, d] = χ ![a, b, c, d]) : φ = χ := by
  funext s
  have e : s = ![s 0, s 1, s 2, s 3] := by
    funext i
    fin_cases i <;> rfl
  rw [e]
  exact h _ _ _ _

/-- The four-spin states with `M = 0` that are even under the flip are exactly the combinations
of `aabb + bbaa`, `abab + baba` and `abba + baab`. -/
theorem even_iff {ψ : State 4} :
    (spinZ ψ = 0 ∧ spinFlip ψ = ψ) ↔ ∃ x y z, ψ = evenState x y z := by
  constructor
  · rintro ⟨h, hF⟩
    refine ⟨ψ ![true, true, false, false], ψ ![true, false, true, false],
      ψ ![true, false, false, true], ext_four fun a b c d => ?_⟩
    have q : ψ ![!a, !b, !c, !d] = ψ ![a, b, c, d] := by
      have e : opposite ![a, b, c, d] = ![!a, !b, !c, !d] := by
        funext i
        fin_cases i <;> rfl
      rw [← e]
      exact congrFun hF _
    -- a chosen amplitude, its mirror image, or a configuration with M ≠ 0
    cases a <;> cases b <;> cases c <;> cases d <;>
      first
      | rfl
      | exact q.symm
      | exact amplitude_eq_zero h _ (by norm_num [sgn, Fin.sum_univ_four])
  · rintro ⟨x, y, z, rfl⟩
    constructor
    · refine ext_four fun a b c d => ?_
      cases a <;> cases b <;> cases c <;> cases d <;>
        simp only [spinZ, Fin.sum_univ_four, evenState, Matrix.cons_val, sgn, Pi.zero_apply] <;>
        ring
    · refine ext_four fun a b c d => ?_
      cases a <;> cases b <;> cases c <;> cases d <;> rfl

end EvenIff
```

The error:

```
Main.lean:76:37: error: unsolved goals
ψ : State 4
h : spinZ ψ = 0
hF : spinFlip ψ = ψ
q : ψ ![!false, !false, !false, !false] = ψ ![false, false, false, false]
⊢ ¬((-2 +
          match ![false, false, false, false] 2 with
          | true => 1
          | false => -1) +
        match ![false, false, false, false] 3 with
        | true => 1
        | false => -1) =
      0
Main.lean:76:37: error: unsolved goals
ψ : State 4
h : spinZ ψ = 0
hF : spinFlip ψ = ψ
q : ψ ![!false, !false, !false, !true] = ψ ![false, false, false, true]
⊢ ¬((-2 +
          match ![false, false, false, true] 2 with
          | true => 1
          | false => -1) +
        match ![false, false, false, true] 3 with
        | true => 1
        | false => -1) =
      0
Main.lean:76:37: error: unsolved goals
ψ : State 4
h : spinZ ψ = 0
hF : spinFlip ψ = ψ
q : ψ ![!false, !false, !true, !false] = ψ ![false, false, true, false]
⊢ ¬((-2 +
          match ![false, false, true, false] 2 with
          | true => 1
          | false => -1) +
        match ![false, false, true, false] 3 with
        | true => 1
        | false => -1) =
      0
Main.lean:76:37: error: unsolved goals
ψ : State 4
h : spinZ ψ = 0
hF : spinFlip ψ = ψ
q : ψ ![!false, !true, !false, !false] = ψ ![false, true, false, false]
⊢ ¬((match ![false, true, false, false] 2 with
        | true => 1
        | false => -1) +
        match ![false, true, false, false] 3 with
        | true => 1
        | false => -1) =
      0
Main.lean:76:37: error: unsolved goals
ψ : State 4
h : spinZ ψ = 0
hF : spinFlip ψ = ψ
q : ψ ![!false, !true, !true, !true] = ψ ![false, true, true, true]
⊢ ¬((match ![false, true, true, true] 2 with
        | true => 1
        | false => -1) +
        match ![false, true, true, true] 3 with
        | true => 1
        | false => -1) =
      0
Main.lean:76:37: error: unsolved goals
ψ : State 4
h : spinZ ψ = 0
hF : spinFlip ψ = ψ
q : ψ ![!true, !false, !false, !false] = ψ ![true, false, false, false]
⊢ ¬((match ![true, false, false, false] 2 with
        | true => 1
        | false => -1) +
        match ![true, false, false, false] 3 with
        | true => 1
        | false => -1) =
      0
Main.lean:76:37: error: unsolved goals
ψ : State 4
h : spinZ ψ = 0
hF : spinFlip ψ = ψ
q : ψ ![!true, !false, !true, !true] = ψ ![true, false, true, true]
⊢ ¬((match ![true, false, true, true] 2 with
        | true => 1
        | false => -1) +
        match ![true, false, true, true] 3 with
        | true => 1
        | false => -1) =
      0
Main.lean:76:37: error: unsolved goals
ψ : State 4
h : spinZ ψ = 0
hF : spinFlip ψ = ψ
q : ψ ![!true, !true, !false, !true] = ψ ![true, true, false, true]
⊢ ¬((2 +
          match ![true, true, false, true] 2 with
          | true => 1
          | false => -1) +
        match ![true, true, false, true] 3 with
        | true => 1
        | false => -1) =
      0
Main.lean:76:37: error: unsolved goals
ψ : State 4
h : spinZ ψ = 0
hF : spinFlip ψ = ψ
q : ψ ![!true, !true, !true, !false] = ψ ![true, true, true, false]
⊢ ¬((2 +
          match ![true, true, true, false] 2 with
          | true => 1
          | false => -1) +
        match ![true, true, true, false] 3 with
        | true => 1
        | false => -1) =
      0
Main.lean:76:37: error: unsolved goals
ψ : State 4
h : spinZ ψ = 0
hF : spinFlip ψ = ψ
q : ψ ![!true, !true, !true, !true] = ψ ![true, true, true, true]
⊢ ¬((2 +
          match ![true, true, true, true] 2 with
          | true => 1
          | false => -1) +
        match ![true, true, true, true] 3 with
        | true => 1
        | false => -1) =
      0
```

As a diff, the version that Lean accepts:

```diff
@@ -74,5 +74,7 @@
       | rfl
       | exact q.symm
-      | exact amplitude_eq_zero h _ (by norm_num [sgn, Fin.sum_univ_four])
+      | exact amplitude_eq_zero h _ (by
+          simp only [Fin.sum_univ_four, Matrix.cons_val]
+          norm_num [sgn])
   · rintro ⟨x, y, z, rfl⟩
     constructor
```

What went wrong. The ten errors belong to the ten configurations with unequal numbers of up and down spins. For each, `amplitude_eq_zero` needs a proof that the sum of the signs `sgn (s i)` is not zero. The call to `norm_num` expands the sum and evaluates its first two terms, because ordinary simp lemmas give the entries of a vector at indices `0` and `1`. The entries at `2` and `3` are left to `Matrix.cons_val`, which is a simproc (a simplification procedure run by `simp`), and `norm_num` uses simp lemmas but doesn't run simprocs. The unfolded `sgn` is therefore left as a `match` on an expression such as `![true, true, true, true] 2`, which has not been reduced to `true` or `false`, so the sum never becomes a number.

The repair first calls `simp only`, which does run simprocs, with `Fin.sum_univ_four` to write out the sum and `Matrix.cons_val` to evaluate all four entries. Each `sgn` now has `true` or `false` as its argument, and `norm_num [sgn]` can replace it by `1` or `-1`, add the four numbers and see that the total isn't zero.
